# Energy denominators from a contour integral: only pairs of levels separated by the contour contribute

The theorem `gapIntegral_eq` evaluates the integral of 1/((z−a)(z−b)) taken counterclockwise round a circle of positive radius, divided by 2πi, for complex numbers a and b that do not lie on the circle. The value is 1/(a−b) if only a is inside, 1/(b−a) if only b is inside, and zero if both are on the same side, even when a = b. With a and b read as energy levels, this is the factor that multiplies a perturbation's matrix element in the first-order change of the spectral projector onto the levels inside the circle, though the statement itself contains no Hamiltonian or projector. The proof splits the integrand into partial fractions when a ≠ b, and when a = b it rewrites the integrand as (z−a)⁻², whose integral round the circle is zero.

An attempt in Lean 4 with a fault in it:

```lean
import Mathlib

open Metric Matrix

namespace ContourProjectorResponse

noncomputable section

/-- The counterclockwise integral of `1/((z-a)(z-b))` over the circle with centre `c` and
radius `R`, divided by `2πi`. -/
def gapIntegral (c : ℂ) (R : ℝ) (a b : ℂ) : ℂ :=
  (2 * (Real.pi : ℂ) * Complex.I)⁻¹ * ∮ z in C(c, R), 1 / ((z - a) * (z - b))

/-- The integral of `1/(z-a)` over the circle is zero when `a` lies outside the circle. -/
theorem integral_pole_outside {c a : ℂ} {R : ℝ} (hR : 0 < R) (ha : a ∉ closedBall c R) :
    (∮ z in C(c, R), (z - a)⁻¹) = 0 := by
  have hne : ∀ z ∈ closedBall c R, z - a ≠ 0 :=
    fun z hz h => ha (sub_eq_zero.mp h ▸ hz)
  refine Complex.circleIntegral_eq_zero_of_differentiable_on_off_countable hR.le
    Set.countable_empty (ContinuousOn.inv₀ (by fun_prop) hne) ?_
  intro z hz
  have h : DifferentiableAt ℂ (fun w : ℂ => w - a) z := by fun_prop
  exact h.inv (hne z (ball_subset_closedBall hz.1))

/-- Partial fractions under the integral: two distinct poles off the contour contribute
separately, with the inverse of their separation as prefactor. -/
theorem integral_partial_fractions {c a b : ℂ} {R : ℝ} (hR : 0 < R)
    (ha : a ∉ sphere c R) (hb : b ∉ sphere c R) (hab : a ≠ b) :
    (∮ z in C(c, R), 1 / ((z - a) * (z - b))) =
      (a - b)⁻¹ * ((∮ z in C(c, R), (z - a)⁻¹) - ∮ z in C(c, R), (z - b)⁻¹) := by
  have hne : ∀ w, w ∉ sphere c R → ∀ z ∈ sphere c R, z - w ≠ 0 :=
    fun w hw z hz h => hw (sub_eq_zero.mp h ▸ hz)
  have hint : ∀ w, w ∉ sphere c R → CircleIntegrable (fun z => (z - w)⁻¹) c R :=
    fun w hw => ContinuousOn.circleIntegrable hR.le
      (ContinuousOn.inv₀ (by fun_prop) (hne w hw))
  rw [← circleIntegral.integral_sub (hint a ha) (hint b hb),
    ← circleIntegral.integral_const_mul]
  apply circleIntegral.integral_congr hR.le
  intro z hz
  have h1 := hne a ha z hz
  have h2 := hne b hb z hz
  have h3 : a - b ≠ 0 := sub_ne_zero.mpr hab
  change 1 / ((z - a) * (z - b)) = (a - b)⁻¹ * ((z - a)⁻¹ - (z - b)⁻¹)
  have h4 : (z - a)⁻¹ - (z - b)⁻¹ = (a - b) / ((z - a) * (z - b)) := by
    rw [inv_sub_inv h1 h2]
    congr 1
    ring
  rw [h4, ← mul_div_assoc, inv_mul_cancel₀ h3]

/-- The integral does not depend on the order of the two poles. -/
theorem gapIntegral_comm (c : ℂ) (R : ℝ) (a b : ℂ) :
    gapIntegral c R a b = gapIntegral c R b a := by
  unfold gapIntegral
  congr 2
  funext z
  rw [mul_comm (z - a)]

/-- If only `a` is inside the contour, the integral is `1/(a-b)`; if only `b` is inside, it is
`1/(b-a)`; if both are on the same side, coincident or not, it is zero. -/
theorem gapIntegral_eq {c a b : ℂ} {R : ℝ} (hR : 0 < R)
    (ha : a ∉ sphere c R) (hb : b ∉ sphere c R) :
    (a ∈ ball c R → b ∉ ball c R → gapIntegral c R a b = 1 / (a - b)) ∧
    (b ∈ ball c R → a ∉ ball c R → gapIntegral c R a b = 1 / (b - a)) ∧
    ((a ∈ ball c R ↔ b ∈ ball c R) → gapIntegral c R a b = 0) := by
  have hout : ∀ w, w ∉ sphere c R → w ∉ ball c R → w ∉ closedBall c R := by
    intro w hs hw h
    rcases (mem_closedBall.mp h).lt_or_eq with h | h
    · exact hw (mem_ball.mpr h)
    · exact hs (mem_sphere.mpr h)
  -- one pole inside, one outside
  have cross : ∀ u v, u ∉ sphere c R → v ∉ sphere c R → u ∈ ball c R → v ∉ ball c R →
      gapIntegral c R u v = 1 / (u - v) := by
    intro u v hu hv hu' hv'
    have huv : u ≠ v := fun h => hv' (h ▸ hu')
    rw [gapIntegral, integral_partial_fractions hR hu hv huv,
      circleIntegral.integral_sub_inv_of_mem_ball hu',
      integral_pole_outside hR (hout v hv hv'), sub_zero, mul_left_comm,
      inv_mul_cancel₀ Complex.two_pi_I_ne_zero, mul_one, one_div]
  refine ⟨cross a b ha hb, fun hb' ha' => ?_, fun hside => ?_⟩
  · rw [gapIntegral_comm]
    exact cross b a hb ha hb' ha'
  · by_cases hab : a = b
    · -- a double pole has no residue
      subst hab
      have h : (∮ z in C(c, R), 1 / ((z - a) * (z - a))) =
          ∮ z in C(c, R), (z - a) ^ (-2 : ℤ) :=
        congrArg (fun f => circleIntegral f c R) (funext fun z => by
          rw [zpow_neg, one_div, zpow_ofNat, sq])
      rw [gapIntegral, h, circleIntegral.integral_sub_zpow_of_ne (by norm_num), mul_zero]
    · rw [gapIntegral, integral_partial_fractions hR ha hb hab]
      by_cases ha' : a ∈ ball c R
      · rw [circleIntegral.integral_sub_inv_of_mem_ball ha',
          circleIntegral.integral_sub_inv_of_mem_ball (hside.mp ha'), sub_self, mul_zero,
          mul_zero]
      · rw [integral_pole_outside hR (hout a ha ha'),
          integral_pole_outside hR (hout b hb fun h => ha' (hside.mpr h)), sub_self,
          mul_zero, mul_zero]

end

end ContourProjectorResponse
```

Compiling this gives:

```
Main.lean:88:14: error: Ambiguous term
  zpow_neg
Possible interpretations:
  _root_.zpow_neg : ∀ (a : ?m.323) (n : ℤ), a ^ (-n) = (a ^ n)⁻¹
  
  Matrix.zpow_neg : IsUnit (det ?m.328) → ∀ (n : ℤ), ?m.328 ^ (-n) = (?m.328 ^ n)⁻¹
Main.lean:87:66: error: unsolved goals
c a : ℂ
R : ℝ
hR : 0 < R
ha : a ∉ sphere c R
hout : ∀ w ∉ sphere c R, w ∉ ball c R → w ∉ closedBall c R
cross : ∀ (u v : ℂ), u ∉ sphere c R → v ∉ sphere c R → u ∈ ball c R → v ∉ ball c R → gapIntegral c R u v = 1 / (u - v)
hb : a ∉ sphere c R
hside : a ∈ ball c R ↔ a ∈ ball c R
z : ℂ
⊢ 1 / ((z - a) * (z - a)) = (z - a) ^ (-2)
```

After these edits no error is left:

```diff
@@ -81,10 +81,10 @@
     exact cross b a hb ha hb' ha'
   · by_cases hab : a = b
-    · -- a double pole has no residue
+    · -- `1/(z-a)^2` has zero residue at `a`
       subst hab
       have h : (∮ z in C(c, R), 1 / ((z - a) * (z - a))) =
           ∮ z in C(c, R), (z - a) ^ (-2 : ℤ) :=
         congrArg (fun f => circleIntegral f c R) (funext fun z => by
-          rw [zpow_neg, one_div, zpow_ofNat, sq])
+          rw [_root_.zpow_neg, one_div, _root_.zpow_ofNat, sq])
       rw [gapIntegral, h, circleIntegral.integral_sub_zpow_of_ne (by norm_num), mul_zero]
     · rw [gapIntegral, integral_partial_fractions hR ha hb hab]
```

Cause. Both errors come from one `rw` in the case a = b, which should show that 1/((z−a)(z−a)) equals (z−a)^(−2). The file has `open Metric Matrix`, so the short name `zpow_neg` can mean either the general lemma `_root_.zpow_neg` or `Matrix.zpow_neg`, which is about matrices with invertible determinant. `rw` elaborates the lemma before matching it against the goal, so the fact that z − a is a complex number did not settle the choice, and Lean reported an ambiguous term. The second message, "unsolved goals", is a consequence: the first rewrite never happened, and the equation was left as it stood.

Writing `_root_.zpow_neg` selects the general lemma, and the rewrite goes through. `zpow_ofNat` gets the same prefix, but the messages do not show that it was ambiguous too, since `rw` stopped before reaching it.

The changed comment has no effect on compilation, but it corrects a false statement. A double pole can have a nonzero residue: e^z/z² has residue 1 at 0. It is the particular function 1/(z−a)² whose residue at a is zero, and the new comment says so.
